# The Hermitian supergradients of the ground energy of a Hermitian matrix are the density matrices of its ground states

Q: I diagonalise a Hamiltonian matrix $H$ once and keep a normalised ground state $\psi$. For each perturbation $V$ I then use $E_0(H)+\langle\psi|V|\psi\rangle$ as an upper bound on the new ground energy, without a second diagonalisation. If the ground level is degenerate, my eigensolver returns an arbitrary vector from it. Is the bound still safe, and could some other matrix do the job of $|\psi\rangle\langle\psi|$?

A: It is safe, and the admissible matrices can be listed. For Hermitian $H$ and $D$,
$$E_0(H+V)\le E_0(H)+\mathrm{tr}(VD)\quad\text{for every Hermitian }V$$
holds if and only if $D$ is positive semidefinite, $\mathrm{tr}\,D=1$ and $\mathrm{tr}(HD)=E_0(H)$. Such a $D$ is called a supergradient of $E_0$ at $H$. You would probably write $\rho$ for it.

Q: What does the code mean by "ground energy"? A definition could quietly put in the answer.

A: It starts from the eigenvalue equation. The basis labels form a finite type `n`, so `n` is an index set and not a number.

```lean
import Mathlib

open Matrix
open scoped ComplexOrder

namespace GroundEnergySupergradient

noncomputable section

variable {n : Type*} [Fintype n]

/-- The energy levels of `H`: the real numbers `E` for which `H ψ = E ψ` has a nonzero
solution. -/
def energyLevels (H : Matrix n n ℂ) : Set ℝ :=
  {E | ∃ ψ : n → ℂ, ψ ≠ 0 ∧ H *ᵥ ψ = (E : ℂ) • ψ}
```

A level is a real $E$ with $H\psi=E\psi$ for some $\psi\neq0$. Multiplicities are not recorded. The ground energy is the infimum of this set.

```lean
/-- The ground energy `E0(H)` of a Hermitian matrix `H` of size at least one: the infimum of its
energy levels. -/
def groundEnergy (H : Matrix n n ℂ) : ℝ := sInf (energyLevels H)
```

The bound itself becomes a definition, quantified over all Hermitian $V$ of any strength.

```lean
/-- `D` is a supergradient of the ground energy at `H`: the bound
`E0(H + V) ≤ E0(H) + Re tr(V D)` holds for every Hermitian perturbation `V`. -/
def IsSupergradient (H D : Matrix n n ℂ) : Prop :=
  ∀ V : Matrix n n ℂ, V.IsHermitian →
    groundEnergy (H + V) ≤ groundEnergy H + (V * D).trace.re
```

Q: Why the real part?

A: An inequality between energies needs real numbers, and Lean's trace is complex. For Hermitian $V$ and $D$ nothing is lost, because $\overline{\mathrm{tr}(VD)}=\mathrm{tr}(DV)=\mathrm{tr}(VD)$.

Q: An infimum need not be an energy that the system can have.

A: Here it is one. A Hermitian matrix of size at least one (`Nonempty n`) has an eigenvalue, and it has only finitely many, so the infimum is attained. The first lemma supplies a level and the second adds finiteness.

```lean
variable [DecidableEq n] {H D A : Matrix n n ℂ}

/-- Each eigenvalue in the spectral decomposition of a Hermitian matrix is an energy level. -/
theorem eigenvalue_mem (hH : H.IsHermitian) (j : n) : hH.eigenvalues j ∈ energyLevels H := by
  refine ⟨(hH.eigenvectorBasis j).ofLp, fun h => ?_, ?_⟩
  · exact hH.eigenvectorBasis.orthonormal.ne_zero j (by ext i; exact congrFun h i)
  · exact (hH.mulVec_eigenvectorBasis j).trans (by ext i; simp)

/-- The ground energy of a Hermitian matrix of size at least one is its lowest energy level. -/
theorem groundEnergy_isLeast [Nonempty n] (hH : H.IsHermitian) :
    IsLeast (energyLevels H) (groundEnergy H) := by
  have hfin : (energyLevels H).Finite := by
    refine Set.Finite.subset ((Module.End.finite_hasEigenvalue (Matrix.toLin' H)).preimage
      Complex.ofReal_injective.injOn) ?_
    rintro E ⟨ψ, h0, hE⟩
    show Module.End.HasEigenvalue (Matrix.toLin' H) (E : ℂ)
    exact Module.End.hasEigenvalue_of_hasEigenvector (x := ψ)
      ⟨Module.End.mem_eigenspace_iff.mpr (by rw [Matrix.toLin'_apply]; exact hE), h0⟩
  have hne : (energyLevels H).Nonempty := ⟨_, eigenvalue_mem hH (Classical.arbitrary n)⟩
  exact ⟨hne.csInf_mem hfin, fun E hE => csInf_le hfin.bddBelow hE⟩
```

Q: Then how do you compare $E_0(H+V)$ with anything, without diagonalising $H+V$?

A: Through positivity. The eigenvalues of $H-E_0(H)$ are levels of $H$ minus the lowest one, so this matrix is positive semidefinite.

```lean
/-- For Hermitian `H` of size at least one, `H - E0(H)` is positive semidefinite. -/
theorem sub_groundEnergy_posSemidef [Nonempty n] (hH : H.IsHermitian) :
    (H - (groundEnergy H : ℂ) • (1 : Matrix n n ℂ)).PosSemidef := by
  have hA : (H - (groundEnergy H : ℂ) • (1 : Matrix n n ℂ)).IsHermitian :=
    hH.sub (by simp [Matrix.IsHermitian, Matrix.conjTranspose_smul])
  rw [hA.posSemidef_iff_eigenvalues_nonneg]
  intro j
  -- an eigenvalue of the shifted matrix is an energy level of `H` minus the ground energy
  obtain ⟨ψ, h0, hψ⟩ := eigenvalue_mem hA j
  rw [Matrix.sub_mulVec, Matrix.smul_mulVec, Matrix.one_mulVec] at hψ
  have hmem : hA.eigenvalues j + groundEnergy H ∈ energyLevels H :=
    ⟨ψ, h0, by rw [Complex.ofReal_add, add_smul, ← hψ, sub_add_cancel]⟩
  have hle := (groundEnergy_isLeast hH).2 hmem
  show (0 : ℝ) ≤ hA.eigenvalues j
  linarith
```

Conversely, suppose that $H-c$ is positive semidefinite for a real $c$. In a normalised ground state, $0\le\langle\psi|H-c|\psi\rangle=E_0(H)-c$, so $c\le E_0(H)$. The code leaves $\psi$ unnormalised, obtains $(E_0(H)-c)\langle\psi|\psi\rangle\ge0$, and uses $\langle\psi|\psi\rangle>0$.

```lean
/-- If `H` is Hermitian of size at least one and `H - c` is positive semidefinite, then `c` is a
lower bound for the ground energy. -/
theorem le_groundEnergy [Nonempty n] (hH : H.IsHermitian) {c : ℝ}
    (hc : (H - (c : ℂ) • (1 : Matrix n n ℂ)).PosSemidef) : c ≤ groundEnergy H := by
  obtain ⟨ψ, h0, hψ⟩ := (groundEnergy_isLeast hH).1
  have hN : star ψ ⬝ᵥ ψ = ((∑ i, Complex.normSq (ψ i) : ℝ) : ℂ) := by
    rw [Complex.ofReal_sum, dotProduct]
    exact Finset.sum_congr rfl fun i _ => Complex.normSq_eq_conj_mul_self.symm
  obtain ⟨i, hi⟩ := Function.ne_iff.mp h0
  have hpos : 0 < ∑ i, Complex.normSq (ψ i) :=
    Finset.sum_pos' (fun _ _ => Complex.normSq_nonneg _)
      ⟨i, Finset.mem_univ i, Complex.normSq_pos.mpr hi⟩
  -- evaluate the positive form on a ground state
  have h1 := hc.dotProduct_mulVec_nonneg ψ
  rw [Matrix.sub_mulVec, Matrix.smul_mulVec, Matrix.one_mulVec, hψ, ← sub_smul,
    dotProduct_smul, hN, smul_eq_mul, ← Complex.ofReal_sub, ← Complex.ofReal_mul] at h1
  have h2 := Complex.zero_le_real.mp h1
  by_contra hlt
  nlinarith [mul_pos (sub_pos.mpr (not_le.mp hlt)) hpos]
```

Q: Now the "if" direction. Why does a mixed $D$ give a bound?

A: Write $D=\sum_j p_j|\varphi_j\rangle\langle\varphi_j|$ with orthonormal eigenstates $\varphi_j$. Then, for any matrix $A$,
$$\mathrm{tr}(AD)=\sum_j p_j\langle\varphi_j|A|\varphi_j\rangle .$$
In Lean, $p_j$ is `hD.eigenvalues j` and $\varphi_j$ is `hD.eigenvectorBasis j`. The proof takes the trace in this basis and lets $D$ act on each $\varphi_j$.

```lean
/-- For Hermitian `D`, the trace `tr(A D)` is the sum of the expectation values of `A` in the
eigenstates of `D`, weighted by the eigenvalues of `D`. -/
theorem trace_eq_mixture (hD : D.IsHermitian) (A : Matrix n n ℂ) :
    (A * D).trace = ∑ j, (hD.eigenvalues j : ℂ) *
      (star (hD.eigenvectorBasis j).ofLp ⬝ᵥ A *ᵥ (hD.eigenvectorBasis j).ofLp) := by
  obtain ⟨U, hU, hcol⟩ : ∃ U : Matrix n n ℂ, U * star U = 1 ∧
      ∀ i j, U i j = (hD.eigenvectorBasis j).ofLp i :=
    ⟨hD.eigenvectorUnitary, Matrix.mem_unitaryGroup_iff.mp hD.eigenvectorUnitary.2,
      fun i j => hD.eigenvectorUnitary_apply i j⟩
  -- the trace may be taken in the eigenbasis of `D`
  have basis : ∀ M : Matrix n n ℂ, M.trace = ∑ j,
      star (hD.eigenvectorBasis j).ofLp ⬝ᵥ M *ᵥ (hD.eigenvectorBasis j).ofLp := by
    intro M
    have h : M.trace = (star U * (M * U)).trace := by
      rw [Matrix.trace_mul_comm, mul_assoc, hU, mul_one]
    rw [h]
    simp only [Matrix.trace, Matrix.diag_apply, Matrix.mul_apply, Matrix.star_apply,
      dotProduct, Matrix.mulVec, Pi.star_apply, hcol]
  rw [basis]
  refine Finset.sum_congr rfl fun j _ => ?_
  rw [← Matrix.mulVec_mulVec, hD.mulVec_eigenvectorBasis, Matrix.mulVec_smul,
    dotProduct_smul, Complex.real_smul]
```

Let $A$ be Hermitian and $D$ positive semidefinite with unit trace. Replace $A$ by $A-E_0(A)$ in the formula. Every term is then non-negative, so $0\le\mathrm{tr}(AD)-E_0(A)$. This is the variational principle for mixed states.

```lean
/-- Variational principle for mixed states: for Hermitian `A` of size at least one and a positive
semidefinite `D` of unit trace, `E0(A) ≤ Re tr(A D)`. -/
theorem groundEnergy_le_trace [Nonempty n] (hA : A.IsHermitian) (hD : D.PosSemidef)
    (h1 : D.trace = 1) : groundEnergy A ≤ (A * D).trace.re := by
  have h : 0 ≤ ((A - (groundEnergy A : ℂ) • (1 : Matrix n n ℂ)) * D).trace := by
    rw [trace_eq_mixture hD.isHermitian]
    exact Finset.sum_nonneg fun j _ => mul_nonneg
      (Complex.zero_le_real.mpr (hD.eigenvalues_nonneg j))
      ((sub_groundEnergy_posSemidef hA).dotProduct_mulVec_nonneg _)
  rw [sub_mul, Matrix.trace_sub, smul_mul_assoc, one_mul, Matrix.trace_smul, h1,
    smul_eq_mul, mul_one] at h
  have hre := (Complex.le_def.mp h).1
  rw [Complex.sub_re, Complex.ofReal_re, Complex.zero_re] at hre
  linarith
```

With $A=H+V$ and $\mathrm{tr}(HD)=E_0(H)$ it gives
$$E_0(H+V)\le\mathrm{tr}(HD)+\mathrm{tr}(VD)=E_0(H)+\mathrm{tr}(VD).$$

Q: And the last condition, $\mathrm{tr}(HD)=E_0(H)$? It fixes only an average energy. I would want $D$ to contain ground states and nothing else.

A: It does, because no state lies below $E_0(H)$. Take positive semidefinite $A$ and $D$ with $\mathrm{tr}(AD)=0$. The sum above has non-negative terms, so each one vanishes: either $p_j=0$ or $\langle\varphi_j|A|\varphi_j\rangle=0$. In the second case, expand $\varphi_j$ in eigenstates of $A$. Only those with eigenvalue zero can occur, so $A\varphi_j=0$. Hence $AD=\sum_j p_j\,A|\varphi_j\rangle\langle\varphi_j|=0$. Lean reaches the same end by showing that $\mathrm{tr}\big((AD)^\dagger AD\big)=0$, with the same two cases for each $j$.

```lean
/-- If `A` and `D` are positive semidefinite and `tr(A D) = 0`, then `A D = 0`. -/
theorem mul_eq_zero_of_trace (hA : A.PosSemidef) (hD : D.PosSemidef)
    (h : (A * D).trace = 0) : A * D = 0 := by
  rw [trace_eq_mixture hD.isHermitian, Finset.sum_eq_zero_iff_of_nonneg fun j _ => mul_nonneg
    (Complex.zero_le_real.mpr (hD.eigenvalues_nonneg j)) (hA.dotProduct_mulVec_nonneg _)] at h
  rw [← Matrix.trace_conjTranspose_mul_self_eq_zero_iff, ← mul_assoc,
    trace_eq_mixture hD.isHermitian]
  refine Finset.sum_eq_zero fun j hj => ?_
  -- each eigenstate of `D` has zero weight or is annihilated by `A`
  rcases mul_eq_zero.mp (h j hj) with h0 | h0
  · rw [h0, zero_mul]
  · rw [← Matrix.mulVec_mulVec, (hA.dotProduct_mulVec_zero_iff _).mp h0,
      Matrix.mulVec_zero, dotProduct_zero, mul_zero]
```

We shall apply this to $A=H-E_0(H)$.

Q: The "only if" direction worries me more. How can a family of inequalities force three exact properties?

A: By choosing $V$ well. Assume the bound for every Hermitian $V$.

1. Take $V=|\psi\rangle\langle\psi|$ for an arbitrary vector $\psi$. Adding a positive semidefinite matrix cannot lower the ground energy, so $E_0(H)\le E_0(H+V)\le E_0(H)+\langle\psi|D|\psi\rangle$. Thus $\langle\psi|D|\psi\rangle\ge0$, and $D$ is positive semidefinite.
2. Take $V=s\mathbb 1$ with $s$ real. Then $E_0(H)+s\le E_0(H)+s\,\mathrm{tr}\,D$. The choices $s=1$ and $s=-1$ give $\mathrm{tr}\,D\ge1$ and $\mathrm{tr}\,D\le1$.
3. Take $V=H$. Then $2E_0(H)\le E_0(H)+\mathrm{tr}(HD)$, so $E_0(H)\le\mathrm{tr}(HD)$. With $V=-H$ the total is the zero matrix, so $0\le E_0(H)-\mathrm{tr}(HD)$. The two together give equality.

In the code, `real` says that the traces are real. The step `key` combines the assumed bound with the lemma on $c$: if $H+V-c$ is positive semidefinite, then $c\le E_0(H)+\mathrm{tr}(VD)$. The three items use $c=E_0(H)$, $c=E_0(H)+s$, and $c=2E_0(H)$ followed by $c=0$. The closing lines are the "if" direction.

```lean
/-- For Hermitian `H` and `D` of size at least one, `D` is a supergradient of the ground energy
at `H` if and only if `D` is positive semidefinite, `tr D = 1` and `tr(H D) = E0(H)`. -/
theorem isSupergradient_iff [Nonempty n] (hH : H.IsHermitian) (hD : D.IsHermitian) :
    IsSupergradient H D ↔
      D.PosSemidef ∧ D.trace = 1 ∧ (H * D).trace = (groundEnergy H : ℂ) := by
  have real : ∀ V : Matrix n n ℂ, V.IsHermitian →
      ((V * D).trace.re : ℂ) = (V * D).trace := fun V hV => by
    apply Complex.conj_eq_iff_re.mp
    show star (V * D).trace = _
    rw [← Matrix.trace_conjTranspose, Matrix.conjTranspose_mul, hV.eq, hD.eq,
      Matrix.trace_mul_comm]
  constructor
  · intro h
    have P := sub_groundEnergy_posSemidef hH
    have key : ∀ V : Matrix n n ℂ, V.IsHermitian → ∀ c : ℝ,
        (H + V - (c : ℂ) • (1 : Matrix n n ℂ)).PosSemidef →
        c ≤ groundEnergy H + (V * D).trace.re :=
      fun V hV c hc => (le_groundEnergy (hH.add hV) hc).trans (h V hV)
    refine ⟨Matrix.PosSemidef.of_dotProduct_mulVec_nonneg hD fun ψ => ?_, ?_, ?_⟩
    · -- the perturbation `|ψ⟩⟨ψ|` cannot lower the ground energy
      have hV := Matrix.posSemidef_vecMulVec_self_star ψ
      have h1 := key _ hV.isHermitian (groundEnergy H) (by
        convert P.add hV using 1
        abel)
      have ht : (vecMulVec ψ (star ψ) * D).trace = star ψ ⬝ᵥ D *ᵥ ψ := by
        rw [Matrix.vecMulVec_mul, Matrix.trace_vecMulVec, dotProduct_comm,
          ← Matrix.dotProduct_mulVec]
      rw [← ht, ← real _ hV.isHermitian]
      exact Complex.zero_le_real.mpr (by linarith)
    · -- constant shifts fix the trace
      have hs : ∀ s : ℝ, s ≤ s * D.trace.re := fun s => by
        have h1 := key ((s : ℂ) • 1) (by simp [Matrix.IsHermitian, Matrix.conjTranspose_smul])
          (groundEnergy H + s) (by
            convert P using 1
            rw [Complex.ofReal_add]
            module)
        rw [smul_mul_assoc, one_mul, Matrix.trace_smul, smul_eq_mul,
          Complex.re_ofReal_mul] at h1
        linarith
      have hre : D.trace.re = 1 := by linarith [hs 1, hs (-1)]
      have hr := real 1 Matrix.isHermitian_one
      rw [one_mul, hre, Complex.ofReal_one] at hr
      exact hr.symm
    · -- doubling `H` and switching it off fix the energy
      have h1 := key H hH (2 * groundEnergy H) (by
        convert P.add P using 1
        rw [Complex.ofReal_mul, Complex.ofReal_ofNat]
        module)
      have h2 := key (-H) hH.neg 0 (by
        convert (Matrix.PosSemidef.zero : (0 : Matrix n n ℂ).PosSemidef) using 1
        simp)
      rw [neg_mul, Matrix.trace_neg, Complex.neg_re] at h2
      rw [← real H hH]
      exact congrArg Complex.ofReal (by linarith)
  · rintro ⟨hP, h1, hE⟩ V hV
    have h := groundEnergy_le_trace (hH.add hV) hP h1
    rwa [add_mul, Matrix.trace_add, hE, Complex.add_re, Complex.ofReal_re] at h
```

Q: You assume that $D$ is Hermitian. Doesn't positivity come out anyway?

A: Not for an arbitrary complex $D$. Take size one, $H=0$ and $D=1+i$. For every real $V=v$ the defining bound reads $v\le\mathrm{Re}\,[v(1+i)]=v$, which is true. Yet $\mathrm{tr}\,D=1+i\neq1$, and $D$ is not positive semidefinite. The real part does not see the anti-Hermitian part of $D$, so the "only if" direction fails.

Q: Then give me the version that mentions the ground states.

A: Given positivity and unit trace, the energy condition says that $\mathrm{tr}\big((H-E_0(H))D\big)=0$. The product lemma turns this into $HD=E_0(H)D$, so every nonzero column of $D$ is a ground state. Taking the trace leads back.

```lean
/-- For Hermitian `H` and `D` of size at least one, `D` is a supergradient if and only if it is
positive semidefinite with unit trace and satisfies `H D = E0(H) D`. -/
theorem isSupergradient_iff_support [Nonempty n] (hH : H.IsHermitian) (hD : D.IsHermitian) :
    IsSupergradient H D ↔
      D.PosSemidef ∧ D.trace = 1 ∧ H * D = (groundEnergy H : ℂ) • D := by
  rw [isSupergradient_iff hH hD]
  refine and_congr_right fun hP => and_congr_right fun h1 => ⟨fun hE => ?_, fun hE => ?_⟩
  · have h := mul_eq_zero_of_trace (sub_groundEnergy_posSemidef hH) hP (by
      rw [sub_mul, Matrix.trace_sub, smul_mul_assoc, one_mul, Matrix.trace_smul, h1, hE,
        smul_eq_mul, mul_one, sub_self])
    rwa [sub_mul, smul_mul_assoc, one_mul, sub_eq_zero] at h
  · rw [hE, Matrix.trace_smul, h1, smul_eq_mul, mul_one]
```

Your own recipe is the rank-one case. If $\langle\psi|\psi\rangle=1$ and $H\psi=E_0(H)\psi$, then $D=|\psi\rangle\langle\psi|$ has unit trace and satisfies $HD=E_0(H)D$. In Lean this projector is `vecMulVec ψ (star ψ)`, and no hypothesis excludes degeneracy.

```lean
/-- For Hermitian `H` of size at least one and a normalised ground state `ψ`, the projector
`|ψ⟩⟨ψ|` is a supergradient of the ground energy at `H`. -/
theorem groundState_isSupergradient [Nonempty n] (hH : H.IsHermitian) {ψ : n → ℂ}
    (hψ : star ψ ⬝ᵥ ψ = 1) (hE : H *ᵥ ψ = (groundEnergy H : ℂ) • ψ) :
    IsSupergradient H (vecMulVec ψ (star ψ)) := by
  have hP := Matrix.posSemidef_vecMulVec_self_star ψ
  refine (isSupergradient_iff_support hH hP.isHermitian).mpr ⟨hP, ?_, ?_⟩
  · rw [Matrix.trace_vecMulVec, dotProduct_comm, hψ]
  · rw [Matrix.mul_vecMulVec, hE, Matrix.smul_vecMulVec]

end

end GroundEnergySupergradient
```

```lean
#print axioms GroundEnergySupergradient.groundState_isSupergradient
-- 'GroundEnergySupergradient.groundState_isSupergradient' depends on axioms: [propext, Classical.choice, Quot.sound]
```

Q: Is this the Hellmann–Feynman theorem, then?

A: It is an inequality for finite perturbations, and no derivative is taken. The link is short, though I give it here only as a remark: put $V=\lambda W$ with $W$ Hermitian and divide by $\lambda$ from either side. If $E_0(H+\lambda W)$ is differentiable at $\lambda=0$, its slope must be $\mathrm{tr}(WD)$.

Q: And what separates this from my actual molecule?

A: One gap is the passage from the Hamiltonian on the full Hilbert space to a matrix; another is whatever approximation went into the Hamiltonian itself. In configuration interaction, let the basis be a fixed finite orthonormal set of Slater determinants. The result then says which density matrices $D$ make $E_0(H)+\mathrm{tr}(VD)$ an upper bound for every Hermitian change $V$ of the Hamiltonian matrix. Here $D$ acts on the space spanned by the determinants; it is not the one-electron reduced density matrix. The result says nothing about the error of that basis. If the basis moves with the nuclei but stays orthonormal and of the same size, the bound still holds, provided that $V$ is the full difference of the two Hamiltonian matrices, including the effect of the change of basis.
